# The Hartree–Fock energy error of an idempotent density matrix is at most quadratic in its distance from a stationary one

If the Hartree–Fock energy error were only linear in the density-matrix error, a density matrix good to $10^{-4}$ would secure the energy to no better than about $10^{-4}$ times some energy scale. I am told that the error is really quadratic, because the converged density matrix $P$ is stationary. But when I expand the energy around $P$, I get a term $\mathrm{tr}(F(Q-P))$, with $F$ the Fock matrix of $P$ and $Q$ my approximate density matrix. It looks linear, and it isn't zero even when $F$ and $P$ commute. Is the error quadratic all the same, and with what prefactor?

## The term that looks linear is quadratic between projectors

Yes, provided that $Q$ is a projector too. Write the energy as

$$E(P)=\mathrm{tr}(hP)+\tfrac12B(P,P),$$

where $h$ is the one-electron matrix and $B$ is a symmetric bilinear form standing for Coulomb repulsion minus exchange. Let $G(P)$ be the mean field, the symmetric matrix defined by $\mathrm{tr}(G(P)X)=B(P,X)$ for symmetric $X$, and let $F=h+G(P)$. With $D=Q-P$, the symmetry of $B$ gives $B(Q,Q)-B(P,P)=2B(P,D)+B(D,D)$, so

$$E(Q)-E(P)=\mathrm{tr}(FD)+\tfrac12B(D,D).$$

Now use $P^2=P$ and $Q^2=Q$. They give $(1-P)D=(1-P)Q$ and $PD=-P(1-Q)$. Since $F$ commutes with $P$, cyclicity of the trace yields

$$\mathrm{tr}\big(((1-P)D)^TF(1-P)D\big)=\mathrm{tr}(F(1-P)Q),$$
$$\mathrm{tr}\big((PD)^TFPD\big)=\mathrm{tr}(FP(1-Q)).$$

The first expression minus the second is $\mathrm{tr}(F(Q-P))$. Your term is therefore a particle part minus a hole part, each quadratic in $D$.

For any matrix $X$ with columns $x_j$, Cauchy–Schwarz gives

$$|\mathrm{tr}(X^TFX)|\le\sum_j|x_j^TFx_j|\le\|F\|\sum_j x_j^Tx_j=\|F\|\,\|X\|_F^2,$$

where $\|F\|$ is the operator norm and $\|X\|_F$ the Frobenius norm. Because $(1-P)^2+P^2=1$, we also have $\|(1-P)D\|_F^2+\|PD\|_F^2=\|D\|_F^2$. Hence $|\mathrm{tr}(FD)|\le\|F\|\,\|D\|_F^2$. If $|B(D,D)|\le C\|D\|_F^2$, then

$$|E(Q)-E(P)|\le\left(\|F\|+\tfrac C2\right)\|Q-P\|_F^2.$$

Equal rank is not needed. If the electron numbers do agree, $\mathrm{tr}\,D=0$, and $F$ may be replaced by $F-\mu1$ for any real $\mu$. A suitable $\mu$ can lower the prefactor.

There are symmetric forms $B$ for which the bound is attained. Take two orbitals, $\varepsilon,C\ge0$, $B(X,Y)=C\,\mathrm{tr}(X^TY)$ and $h=\mathrm{diag}(-\varepsilon-C,\varepsilon)$. Let $P$ occupy the first orbital and $Q$ the orbital $(c,s)$, with $c^2+s^2=1$. Then $F=\mathrm{diag}(-\varepsilon,\varepsilon)$, $\|D\|_F^2=2s^2$, and the energy difference is $(2\varepsilon+C)s^2$, which equals the bound for every rotation. For $C>0$ this $B$ is a mathematical test case, not a Coulomb-minus-exchange interaction: it gives a single electron the self-interaction energy $C/2$, which is zero in Hartree–Fock.

### What the Lean theorems assume

The main statement is `energy_error_quadratic`; `energy_error_shifted` adds the equal-trace condition `hN` and the shift `μ`.

- `n` is a finite set labelling an orthonormal basis of real spin orbitals.
- `IsProjector` means symmetric and idempotent: the density matrix of a single determinant.
- `frobSq` is the squared Frobenius norm, and `‖fock h B P‖` is the $\ell^2$ operator norm.
- `hF` says that $F$ and $P$ commute, which is the self-consistency condition. It holds at saddle points as well as minima.
- `hC` bounds the interaction on symmetric matrices. Its `C` measures interaction strength and is not the orbital-coefficient matrix.

Obtaining $h$, $B$ and a value of $C$ from a molecule's integrals is the step left to the user. For self-consistent-field practice, the bound says how an error in an idempotent density matrix enters the Hartree–Fock energy in a finite real basis. A hybrid functional whose semilocal part is not quadratic in $P$ does not fit this energy expression.

```lean
import Mathlib

open Matrix
open scoped Matrix.Norms.L2Operator

namespace FockQuadraticError

noncomputable section

variable {n : Type*} [Fintype n] [DecidableEq n]

/-- A real symmetric projector: the density matrix of a single determinant. -/
structure IsProjector (P : Matrix n n ℝ) : Prop where
  transpose_eq : Pᵀ = P
  idem : P * P = P

/-- The squared Frobenius norm, `tr(DᵀD)`. -/
def frobSq (D : Matrix n n ℝ) : ℝ := trace (Dᵀ * D)

/-- The energy `E(P) = tr(hP) + B(P,P)/2`. -/
def energy (h : Matrix n n ℝ) (B : Matrix n n ℝ →ₗ[ℝ] Matrix n n ℝ →ₗ[ℝ] ℝ)
    (P : Matrix n n ℝ) : ℝ := trace (h * P) + B P P / 2

/-- The mean field of `P`: its entries are `B(P, ·)` on symmetrised matrix units. -/
def meanField (B : Matrix n n ℝ →ₗ[ℝ] Matrix n n ℝ →ₗ[ℝ] ℝ) (P : Matrix n n ℝ) :
    Matrix n n ℝ :=
  Matrix.of fun i j => B P ((1 / 2 : ℝ) • (Matrix.single i j 1 + Matrix.single j i 1))

/-- The Fock matrix: the one-electron matrix plus the mean field of `P`. -/
def fock (h : Matrix n n ℝ) (B : Matrix n n ℝ →ₗ[ℝ] Matrix n n ℝ →ₗ[ℝ] ℝ)
    (P : Matrix n n ℝ) : Matrix n n ℝ := h + meanField B P

/-- On symmetric matrices `X`, the mean field represents the interaction with `P`:
`tr(G(P)X) = B(P,X)`. -/
theorem trace_meanField (B : Matrix n n ℝ →ₗ[ℝ] Matrix n n ℝ →ₗ[ℝ] ℝ)
    (P : Matrix n n ℝ) {X : Matrix n n ℝ} (hX : Xᵀ = X) :
    trace (meanField B P * X) = B P X := by
  have hs : ∀ i j, X j i = X i j := fun i j => congrFun (congrFun hX i) j
  -- expand `X` in matrix units
  have hB : B P X = ∑ i, ∑ j, X i j * B P (Matrix.single i j 1) := by
    conv_lhs => rw [Matrix.matrix_eq_sum_single X]
    simp only [map_sum]
    refine Finset.sum_congr rfl fun i _ => Finset.sum_congr rfl fun j _ => ?_
    have e : Matrix.single i j (X i j) = X i j • Matrix.single i j (1 : ℝ) := by
      simp [Matrix.smul_single]
    rw [e, _root_.map_smul, smul_eq_mul]
  have hG : trace (meanField B P * X) =
      (1 / 2) * ∑ i, ∑ j, X i j * B P (Matrix.single i j 1) +
      (1 / 2) * ∑ i, ∑ j, X j i * B P (Matrix.single j i 1) := by
    simp only [Matrix.trace, Matrix.diag_apply, Matrix.mul_apply, Finset.mul_sum,
      ← Finset.sum_add_distrib]
    refine Finset.sum_congr rfl fun i _ => Finset.sum_congr rfl fun j _ => ?_
    rw [hs i j]
    simp only [meanField, Matrix.of_apply, _root_.map_smul, _root_.map_add, smul_eq_mul]
    ring
  have hc : ∑ i, ∑ j, X j i * B P (Matrix.single j i 1) =
      ∑ i, ∑ j, X i j * B P (Matrix.single i j 1) := Finset.sum_comm
  rw [hG, hc, hB]
  ring

/-- For a symmetric interaction and symmetric `P`, `Q`, the energy difference is exactly
`tr(F(Q-P)) + B(Q-P,Q-P)/2`, with `F` the Fock matrix of `P`. -/
theorem energy_expansion (h : Matrix n n ℝ)
    {B : Matrix n n ℝ →ₗ[ℝ] Matrix n n ℝ →ₗ[ℝ] ℝ} (hB : ∀ X Y, B X Y = B Y X)
    {P Q : Matrix n n ℝ} (hP : Pᵀ = P) (hQ : Qᵀ = Q) :
    energy h B Q - energy h B P =
      trace (fock h B P * (Q - P)) + B (Q - P) (Q - P) / 2 := by
  have h1 := trace_meanField B P (X := Q - P) (by rw [transpose_sub, hP, hQ])
  rw [fock, add_mul, trace_add, h1]
  simp only [energy, mul_sub, trace_sub, _root_.map_sub, LinearMap.sub_apply]
  rw [hB Q P]
  ring

/-- A quadratic form summed over the columns of `X` is bounded by the operator norm:
`|tr(XᵀAX)| ≤ ‖A‖ tr(XᵀX)`. -/
theorem abs_trace_sandwich_le (A X : Matrix n n ℝ) :
    |trace (Xᵀ * (A * X))| ≤ ‖A‖ * frobSq X := by
  have hin : ∀ u v : n → ℝ,
      inner ℝ (WithLp.toLp 2 u : EuclideanSpace ℝ n) (WithLp.toLp 2 v) = u ⬝ᵥ v := by
    intro u v
    simp [PiLp.inner_apply, dotProduct, mul_comm]
  -- Cauchy-Schwarz for a single column
  have col : ∀ x : n → ℝ, |x ⬝ᵥ A *ᵥ x| ≤ ‖A‖ * (x ⬝ᵥ x) := by
    intro x
    have h1 : ‖(WithLp.toLp 2 (A *ᵥ x) : EuclideanSpace ℝ n)‖ ≤
        ‖A‖ * ‖(WithLp.toLp 2 x : EuclideanSpace ℝ n)‖ :=
      Matrix.l2_opNorm_mulVec A (WithLp.toLp 2 x)
    have h2 := abs_real_inner_le_norm (WithLp.toLp 2 x : EuclideanSpace ℝ n)
      (WithLp.toLp 2 (A *ᵥ x))
    have h3 := real_inner_self_eq_norm_mul_norm (WithLp.toLp 2 x : EuclideanSpace ℝ n)
    rw [hin] at h2 h3
    have h4 := mul_le_mul_of_nonneg_left h1
      (norm_nonneg (WithLp.toLp 2 x : EuclideanSpace ℝ n))
    rw [h3]
    linarith
  have e1 : trace (Xᵀ * (A * X)) =
      ∑ j, (fun i => X i j) ⬝ᵥ A *ᵥ (fun i => X i j) := by
    simp only [Matrix.trace, Matrix.diag_apply, Matrix.mul_apply, Matrix.transpose_apply,
      dotProduct, Matrix.mulVec]
  have e2 : frobSq X = ∑ j, (fun i => X i j) ⬝ᵥ (fun i => X i j) := by
    simp only [frobSq, Matrix.trace, Matrix.diag_apply, Matrix.mul_apply,
      Matrix.transpose_apply, dotProduct]
  rw [e1, e2, Finset.mul_sum]
  exact (Finset.abs_sum_le_sum_abs _ _).trans (Finset.sum_le_sum fun j _ => col _)

lemma IsProjector.compl {P : Matrix n n ℝ} (hP : IsProjector P) : IsProjector (1 - P) :=
  ⟨by rw [transpose_sub, transpose_one, hP.transpose_eq],
   by linear_combination (norm := noncomm_ring) hP.idem⟩

omit [DecidableEq n] in
lemma trace_sandwich {A R S : Matrix n n ℝ} (hR : IsProjector R) (hS : IsProjector S)
    (hA : A * R = R * A) : trace ((R * S)ᵀ * (A * (R * S))) = trace (A * (R * S)) := by
  have hc : R * (A * R) = A * R := by rw [hA, ← mul_assoc, hR.idem]
  calc trace ((R * S)ᵀ * (A * (R * S))) = trace (S * (R * (A * R) * S)) := by
        rw [transpose_mul, hR.transpose_eq, hS.transpose_eq]
        simp only [mul_assoc]
    _ = trace (A * R * S * S) := by rw [hc, trace_mul_comm S]
    _ = trace (A * (R * S)) := by rw [mul_assoc (A * R) S S, hS.idem, mul_assoc]

/-- If `A` commutes with the projector `P`, then for every projector `Q` the first-order term
`tr(A(Q-P))` is a particle term minus a hole term, both quadratic in `Q-P`. -/
theorem particle_hole {A P Q : Matrix n n ℝ} (hP : IsProjector P) (hQ : IsProjector Q)
    (hA : A * P = P * A) :
    trace (A * (Q - P)) =
      trace (((1 - P) * (Q - P))ᵀ * (A * ((1 - P) * (Q - P)))) -
      trace ((P * (Q - P))ᵀ * (A * (P * (Q - P)))) := by
  have e1 : (1 - P) * (Q - P) = (1 - P) * Q := by
    linear_combination (norm := noncomm_ring) hP.idem
  have e2 : P * (Q - P) = -(P * (1 - Q)) := by
    rw [mul_sub, mul_sub, hP.idem, mul_one, neg_sub]
  have hA' : A * (1 - P) = (1 - P) * A := by rw [mul_sub, sub_mul, hA, mul_one, one_mul]
  rw [e1, e2, transpose_neg, mul_neg, neg_mul_neg, trace_sandwich hP.compl hQ hA',
    trace_sandwich hP hQ.compl hA, ← trace_sub]
  congr 1
  noncomm_ring

/-- If `A` commutes with the projector `P`, then `|tr(A(Q-P))| ≤ ‖A‖ ‖Q-P‖²` (Frobenius norm)
for every projector `Q`. -/
theorem abs_first_order_le {A P Q : Matrix n n ℝ} (hP : IsProjector P)
    (hQ : IsProjector Q) (hA : A * P = P * A) :
    |trace (A * (Q - P))| ≤ ‖A‖ * frobSq (Q - P) := by
  -- the particle and hole parts share out the squared Frobenius norm
  have split : frobSq (Q - P) = frobSq ((1 - P) * (Q - P)) + frobSq (P * (Q - P)) := by
    generalize Q - P = D
    have h1 : (1 - P) * (1 - P) + P * P = 1 := by
      rw [hP.compl.idem, hP.idem, sub_add_cancel]
    simp only [frobSq, transpose_mul, hP.compl.transpose_eq, hP.transpose_eq]
    rw [← trace_add]
    congr 1
    calc Dᵀ * D = Dᵀ * ((1 - P) * (1 - P) + P * P) * D := by rw [h1, mul_one]
      _ = _ := by simp only [mul_add, add_mul, mul_assoc]
  have h1 := abs_le.1 (abs_trace_sandwich_le A ((1 - P) * (Q - P)))
  have h2 := abs_le.1 (abs_trace_sandwich_le A (P * (Q - P)))
  rw [particle_hole hP hQ hA, split, mul_add]
  exact abs_le.2 ⟨by linarith [h1.1, h2.2], by linarith [h1.2, h2.1]⟩

/-- Let `B` be symmetric with `|B(D,D)| ≤ C‖D‖²` on symmetric `D`, and let the projector `P`
commute with its Fock matrix `F`. If the projector `Q` has the same electron number, then
`|E(Q)-E(P)| ≤ (‖F-μ‖ + C/2)‖Q-P‖²` for every real energy shift `μ`. -/
theorem energy_error_shifted {h : Matrix n n ℝ}
    {B : Matrix n n ℝ →ₗ[ℝ] Matrix n n ℝ →ₗ[ℝ] ℝ} {C : ℝ} (hB : ∀ X Y, B X Y = B Y X)
    (hC : ∀ D, Dᵀ = D → |B D D| ≤ C * frobSq D) {P Q : Matrix n n ℝ}
    (hP : IsProjector P) (hQ : IsProjector Q) (hF : fock h B P * P = P * fock h B P)
    (hN : trace Q = trace P) (μ : ℝ) :
    |energy h B Q - energy h B P| ≤
      (‖fock h B P - μ • (1 : Matrix n n ℝ)‖ + C / 2) * frobSq (Q - P) := by
  have hA : (fock h B P - μ • (1 : Matrix n n ℝ)) * P =
      P * (fock h B P - μ • (1 : Matrix n n ℝ)) := by
    rw [sub_mul, mul_sub, hF, Matrix.smul_mul, Matrix.mul_smul, one_mul, mul_one]
  have h1 := abs_first_order_le hP hQ hA
  -- the shift drops out because the electron number is fixed
  rw [sub_mul, trace_sub, Matrix.smul_mul, one_mul, trace_smul, trace_sub Q P, hN, sub_self,
    smul_zero, sub_zero] at h1
  have h2 := hC (Q - P) (by rw [transpose_sub, hP.transpose_eq, hQ.transpose_eq])
  rw [energy_expansion h hB hP.transpose_eq hQ.transpose_eq]
  rw [abs_le] at h1 h2 ⊢
  constructor <;> linarith [h1.1, h1.2, h2.1, h2.2]

/-- Let `B` be symmetric with `|B(D,D)| ≤ C‖D‖²` on symmetric `D`. If the projector `P` commutes
with its Fock matrix `F`, every projector `Q`, of any rank, satisfies
`|E(Q)-E(P)| ≤ (‖F‖ + C/2)‖Q-P‖²`, with `‖F‖` the operator norm and `‖Q-P‖` the Frobenius norm. -/
theorem energy_error_quadratic {h : Matrix n n ℝ}
    {B : Matrix n n ℝ →ₗ[ℝ] Matrix n n ℝ →ₗ[ℝ] ℝ} {C : ℝ} (hB : ∀ X Y, B X Y = B Y X)
    (hC : ∀ D, Dᵀ = D → |B D D| ≤ C * frobSq D) {P Q : Matrix n n ℝ}
    (hP : IsProjector P) (hQ : IsProjector Q) (hF : fock h B P * P = P * fock h B P) :
    |energy h B Q - energy h B P| ≤ (‖fock h B P‖ + C / 2) * frobSq (Q - P) := by
  have h1 := abs_first_order_le hP hQ hF
  have h2 := hC (Q - P) (by rw [transpose_sub, hP.transpose_eq, hQ.transpose_eq])
  rw [energy_expansion h hB hP.transpose_eq hQ.transpose_eq]
  rw [abs_le] at h1 h2 ⊢
  constructor <;> linarith [h1.1, h1.2, h2.1, h2.2]

/-- The model interaction `B(X,Y) = C tr(XᵀY)` on two orbitals. -/
def modelB (C : ℝ) : Matrix (Fin 2) (Fin 2) ℝ →ₗ[ℝ] Matrix (Fin 2) (Fin 2) ℝ →ₗ[ℝ] ℝ :=
  LinearMap.mk₂ ℝ (fun X Y => C * trace (Xᵀ * Y))
    (by intro X Y Z; simp only [transpose_add, add_mul, trace_add, mul_add])
    (by intro a X Y; simp only [transpose_smul, Matrix.smul_mul, trace_smul, smul_eq_mul]; ring)
    (by intro X Y Z; simp only [mul_add, trace_add])
    (by intro a X Y; simp only [Matrix.mul_smul, trace_smul, smul_eq_mul]; ring)

lemma modelB_symm (C : ℝ) (X Y : Matrix (Fin 2) (Fin 2) ℝ) :
    modelB C X Y = modelB C Y X := by
  change C * trace (Xᵀ * Y) = C * trace (Yᵀ * X)
  rw [← trace_transpose (Xᵀ * Y), transpose_mul, transpose_transpose]

/-- The one-electron matrix `diag(-ε-C, ε)` of the two-level model. -/
def modelH (ε C : ℝ) : Matrix (Fin 2) (Fin 2) ℝ := !![-ε - C, 0; 0, ε]

/-- For `c² + s² = 1`, the density matrix of one electron in the orbital `(c, s)`. -/
def orbital (c s : ℝ) : Matrix (Fin 2) (Fin 2) ℝ := !![c ^ 2, c * s; c * s, s ^ 2]

lemma orbital_isProjector {c s : ℝ} (h : c ^ 2 + s ^ 2 = 1) : IsProjector (orbital c s) := by
  constructor
  · ext i j
    fin_cases i <;> fin_cases j <;> simp [orbital]
  · have e : orbital c s * orbital c s = (c ^ 2 + s ^ 2) • orbital c s := by
      ext i j
      fin_cases i <;> fin_cases j <;>
        simp [orbital, Matrix.mul_apply, Fin.sum_univ_two] <;> ring
    rw [e, h, one_smul]

lemma model_fock (ε C : ℝ) :
    fock (modelH ε C) (modelB C) (orbital 1 0) = diagonal ![-ε, ε] := by
  ext i j
  fin_cases i <;> fin_cases j <;>
    simp [fock, meanField, modelB, modelH, orbital, Matrix.trace, Matrix.mul_apply,
      Fin.sum_univ_two, Matrix.single_apply]
  ring

/-- For `C ≥ 0` and a normalised orbital `(c, s)`, the two-level model with `P = orbital 1 0` and
`Q = orbital c s` meets all the hypotheses of the error bounds. -/
theorem model_witness (ε : ℝ) {C c s : ℝ} (hC : 0 ≤ C) (h : c ^ 2 + s ^ 2 = 1) :
    (∀ X Y, modelB C X Y = modelB C Y X) ∧
    (∀ D, Dᵀ = D → |modelB C D D| ≤ C * frobSq D) ∧
    IsProjector (orbital 1 0) ∧ IsProjector (orbital c s) ∧
    fock (modelH ε C) (modelB C) (orbital 1 0) * orbital 1 0 =
      orbital 1 0 * fock (modelH ε C) (modelB C) (orbital 1 0) ∧
    trace (orbital c s) = trace (orbital 1 0) := by
  refine ⟨fun X Y => ?_, fun D _ => ?_, orbital_isProjector (by norm_num),
    orbital_isProjector h, ?_, ?_⟩
  · exact modelB_symm C X Y
  · have h0 : 0 ≤ frobSq D := by
      simp only [frobSq, Matrix.trace, Matrix.diag_apply, Matrix.mul_apply,
        Matrix.transpose_apply]
      exact Finset.sum_nonneg fun _ _ => Finset.sum_nonneg fun _ _ => mul_self_nonneg _
    change |C * frobSq D| ≤ C * frobSq D
    rw [abs_of_nonneg (mul_nonneg hC h0)]
  · rw [model_fock]
    ext i j
    fin_cases i <;> fin_cases j <;> simp [orbital]
  · simp [orbital, Matrix.trace_fin_two, h]

/-- In the two-level model with `ε ≥ 0`, let `P = orbital 1 0`, with Fock matrix `F`, and
`Q = orbital c s`. Then `E(Q)-E(P)` equals `(‖F‖ + C/2)‖Q-P‖²` for every normalised orbital
`(c, s)`, with `‖F‖` the operator norm and `‖Q-P‖` the Frobenius norm. -/
theorem model_sharp {ε C c s : ℝ} (hε : 0 ≤ ε) (h : c ^ 2 + s ^ 2 = 1) :
    energy (modelH ε C) (modelB C) (orbital c s) -
        energy (modelH ε C) (modelB C) (orbital 1 0) =
      (‖fock (modelH ε C) (modelB C) (orbital 1 0)‖ + C / 2) *
        frobSq (orbital c s - orbital 1 0) := by
  have hP : IsProjector (orbital 1 0) := orbital_isProjector (by norm_num)
  have hQ : IsProjector (orbital c s) := orbital_isProjector h
  have hn : ‖(diagonal ![-ε, ε] : Matrix (Fin 2) (Fin 2) ℝ)‖ = ε := by
    rw [Matrix.l2_opNorm_diagonal]
    apply le_antisymm
    · refine (pi_norm_le_iff_of_nonneg hε).2 fun i => ?_
      fin_cases i <;> simp [abs_of_nonneg hε]
    · calc ε = ‖(![-ε, ε] : Fin 2 → ℝ) 1‖ := by simp [abs_of_nonneg hε]
        _ ≤ _ := norm_le_pi_norm _ 1
  have ht : trace (diagonal ![-ε, ε] * (orbital c s - orbital 1 0)) =
      -ε * (c ^ 2 - 1) + ε * s ^ 2 := by
    simp [orbital, Matrix.trace_fin_two]
  have hf : frobSq (orbital c s - orbital 1 0) =
      (c ^ 2 - 1) ^ 2 + 2 * (c * s) ^ 2 + s ^ 4 := by
    simp [frobSq, orbital, Matrix.trace_fin_two, Matrix.mul_apply, Fin.sum_univ_two]
    ring
  have hb : modelB C (orbital c s - orbital 1 0) (orbital c s - orbital 1 0) =
      C * frobSq (orbital c s - orbital 1 0) := rfl
  rw [energy_expansion _ (modelB_symm C) hP.transpose_eq hQ.transpose_eq, hb, model_fock,
    hn, ht, hf]
  linear_combination (-ε * (c ^ 2 + s ^ 2)) * h

end

end FockQuadraticError
```

```lean
#print axioms FockQuadraticError.energy_error_shifted
#print axioms FockQuadraticError.energy_error_quadratic
#print axioms FockQuadraticError.model_sharp
```

```
'FockQuadraticError.energy_error_shifted' depends on axioms: [propext, Classical.choice, Quot.sound]
'FockQuadraticError.energy_error_quadratic' depends on axioms: [propext, Classical.choice, Quot.sound]
'FockQuadraticError.model_sharp' depends on axioms: [propext, Classical.choice, Quot.sound]
```

### From the mean field to the bound in Lean

`meanField` is defined entry by entry on symmetrised matrix units. `trace_meanField` expands a symmetric `X` in ordinary matrix units and swaps a double sum to recover $B(P,X)$. `energy_expansion` then gives the exact energy difference.

`abs_trace_sandwich_le` is the column estimate: `col` treats one column by Cauchy–Schwarz and the operator-norm inequality, and the columns are summed. `trace_sandwich` removes the repeated projectors by commutation and cyclicity. `particle_hole` applies it twice, with `noncomm_ring` handling the products of non-commuting matrices. In these lemmas `A` is either $F$ or $F-\mu1$.

In `abs_first_order_le`, the step `split` divides the squared Frobenius norm between the two parts. Both energy theorems combine this estimate with `hC` through `linarith`; in the shifted one, `hN` first removes the $\mu$ term.

For the two-level model, `orbital c s` is the density matrix of the orbital, not its coefficient vector. `model_witness` verifies the hypotheses for $C\ge0$, and `model_sharp` proves the equality for $\varepsilon\ge0$ by computing both sides and using $c^2+s^2=1$.
